# Eigenrow combinations of radial Dirac–Coulomb components obey hydrogenic equations

**Q:** I take one electron in the potential $-cz/r$, with speed of light $c$, and write the radial Dirac equations at energy $E$. To eliminate the small component I must divide by $E+c^2+cz/r$. For $z\neq0$, the equation left for the large component has a first-derivative term and, unless $E=-c^2$, coefficients with an extra pole in $r$. It is not of hydrogenic form. What do you do instead?

**A:** I eliminate neither component. Certain constant combinations of the two obey a hydrogenic equation exactly. Call the large component $y_0$ and the small one $y_1$, each being the radial function multiplied by $r$. Let $\kappa$ be the angular quantum number, with $\kappa=-1$ for $s_{1/2}$, and divide the Dirac equations by $c$:

$$y'=\left(\frac{G}{r}+N\right)y,\quad G=\begin{pmatrix}-\kappa&z\\-z&\kappa\end{pmatrix},\quad N=\begin{pmatrix}0&(E+c^2)/c\\-(E-c^2)/c&0\end{pmatrix}.$$

```lean
import Mathlib

open Matrix Filter Topology

namespace DiracCoulombHydrogenic

noncomputable section

/-- The matrix `G` multiplying `1/r` in the radial Dirac-Coulomb system. -/
def coulombMatrix (κ z : ℝ) : Matrix (Fin 2) (Fin 2) ℝ := !![-κ, z; -z, κ]

/-- The constant matrix `N` of the radial Dirac-Coulomb system, for `c ≠ 0`. -/
def energyMatrix (E c : ℝ) : Matrix (Fin 2) (Fin 2) ℝ :=
  !![0, (E + c ^ 2) / c; -((E - c ^ 2) / c), 0]
```

**Q:** Dividing by $c$ is harmless, but does the file start from the Dirac equations or from your matrix form?

**A:** From the Dirac equations, with $c$ still in front of the derivatives. `IsDiracRadial` says that at every $r>0$ the pair `y` has a derivative `d` satisfying both equations. Units are atomic with electron mass 1, $E$ includes the rest energy $c^2$, and $z=Z/c$ for nuclear charge $Z$.

```lean
/-- The radial Dirac equations on `r > 0` for the large component `y r 0` and the small
component `y r 1`, at energy `E` in the potential `-c z / r`. -/
def IsDiracRadial (κ z E c : ℝ) (y : ℝ → Fin 2 → ℝ) : Prop :=
  ∀ r > 0, ∃ d : Fin 2 → ℝ, HasDerivAt y d r ∧
    c * (d 0 + κ / r * y r 0) = (E + c * z / r + c ^ 2) * y r 1 ∧
    c * (d 1 - κ / r * y r 1) = -(E + c * z / r - c ^ 2) * y r 0
```

**Q:** And what counts as "hydrogenic"?

**A:** For a real number $g$, the equation is

$$f''=\left(\frac{g(g-1)}{r^2}-\frac{2zE}{cr}+\frac{c^4-E^2}{c^2}\right)f .$$

Compare it with the radial Schrödinger equation, $f''=(l(l+1)/r^2-2Z_{\rm eff}/r-2\varepsilon)f$. The effective charge is $Z_{\rm eff}=zE/c$, the effective energy is $\varepsilon=(E^2-c^4)/(2c^2)$, and $l=g-1$ is generally not an integer. In `IsHydrogenic` the second derivative is the derivative of `deriv f`; the separate differentiability clause ensures that `deriv f` is the true first derivative.

```lean
/-- The coefficient of `f` in the hydrogenic equation, for `r ≠ 0` and `c ≠ 0`. -/
def hydrogenicCoeff (g z E c r : ℝ) : ℝ :=
  g * (g - 1) / r ^ 2 - 2 * z * E / (c * r) + (c ^ 4 - E ^ 2) / c ^ 2

/-- The function `f` is twice differentiable on `r > 0` and solves the hydrogenic equation
`f'' = (g(g-1)/r² - 2zE/(cr) + (c⁴-E²)/c²) f` there, for `c ≠ 0`. -/
def IsHydrogenic (g z E c : ℝ) (f : ℝ → ℝ) : Prop :=
  ∀ r > 0, DifferentiableAt ℝ f r ∧
    HasDerivAt (deriv f) (hydrogenicCoeff g z E c r * f r) r
```

**Q:** Which combinations do you use?

**A:** $f=w\cdot y$, where the row $w$ satisfies $wG=gw$. If $g^2=\kappa^2-z^2$, one choice is $w=(z,-(\kappa+g))$. It is not normalised; dividing by $\sqrt{z^2+(\kappa+g)^2}$, when that is nonzero, gives a unit row and only rescales $f$.

```lean
/-- The row `(z, -(κ + g))`. -/
def eigenrow (κ z g : ℝ) : Fin 2 → ℝ := ![z, -(κ + g)]
```

**Q:** Differentiating $f$ brings in $N$, which mixes the components again. Why does the mixing disappear at second order?

**A:** Two products do it. Multiplying out gives

$$GN+NG=-\frac{2zE}{c}\,I,\qquad N^2=\frac{c^4-E^2}{c^2}\,I .$$

Write $a=-2zE/c$ and $b=(c^4-E^2)/c^2$ for these two numbers. The Lean proof checks the matrices entry by entry.

```lean
/-- The anticommutator of `G` and `N`, and the square of `N`, are multiples of the identity. -/
theorem coulomb_energy_algebra (κ z E c : ℝ) :
    coulombMatrix κ z * energyMatrix E c + energyMatrix E c * coulombMatrix κ z
      = (-(2 * z * E / c)) • (1 : Matrix (Fin 2) (Fin 2) ℝ) ∧
    energyMatrix E c * energyMatrix E c
      = ((c ^ 4 - E ^ 2) / c ^ 2) • (1 : Matrix (Fin 2) (Fin 2) ℝ) := by
  constructor <;> ext i j <;> fin_cases i <;> fin_cases j <;>
    simp [coulombMatrix, energyMatrix, Matrix.mul_apply, Fin.sum_univ_two] <;> ring
```

Now set $h=(wN)\cdot y$. Since $wG=gw$,

$$f'=\frac gr f+h .$$

The anticommutator gives $wNG=aw-g\,wN$, and $wN^2=bw$, so

$$h'=\frac{af-gh}{r}+bf .$$

Differentiating $f'$ and inserting both formulas,

$$f''=-\frac{g}{r^2}f+\frac gr\left(\frac gr f+h\right)+\frac{af-gh}{r}+bf=\left(\frac{g(g-1)}{r^2}+\frac ar+b\right)f .$$

The two terms $\pm gh/r$ cancel.

**Q:** Does the formal proof take the same route?

**A:** Yes. `dirac_matrix_form` derives the matrix equation by cancelling $c\neq0$. `row_derivative` differentiates $w\cdot y$ for an arbitrary constant row, so it serves for both $w$ and $wN$.

```lean
/-- For `c ≠ 0`, a solution `y` of the radial Dirac equations obeys `y' = (G/r + N) y`
on `r > 0`. -/
theorem dirac_matrix_form {κ z E c : ℝ} {y : ℝ → Fin 2 → ℝ} (hc : c ≠ 0)
    (hy : IsDiracRadial κ z E c y) (r : ℝ) (hr : 0 < r) :
    HasDerivAt y ((r⁻¹ • coulombMatrix κ z + energyMatrix E c) *ᵥ y r) r := by
  obtain ⟨d, hd, h0, h1⟩ := hy r hr
  have ea : (E + c ^ 2) / c * c = E + c ^ 2 := div_mul_cancel₀ _ hc
  have eb : (E - c ^ 2) / c * c = E - c ^ 2 := div_mul_cancel₀ _ hc
  refine hd.congr_deriv ?_
  ext i
  apply mul_left_cancel₀ hc
  fin_cases i
  · simp [-mul_eq_mul_left_iff, coulombMatrix, energyMatrix, Matrix.mulVec, dotProduct,
      Fin.sum_univ_two]
    linear_combination h0 - y r 1 * ea
  · simp [-mul_eq_mul_left_iff, coulombMatrix, energyMatrix, Matrix.mulVec, dotProduct,
      Fin.sum_univ_two]
    linear_combination h1 + y r 0 * eb

/-- For `c ≠ 0` and any constant row `w`, the combination `w·y` of the components of a Dirac
solution has derivative `(wG)·y / r + (wN)·y` on `r > 0`. -/
theorem row_derivative {κ z E c : ℝ} {y : ℝ → Fin 2 → ℝ} (hc : c ≠ 0)
    (hy : IsDiracRadial κ z E c y) (w : Fin 2 → ℝ) (r : ℝ) (hr : 0 < r) :
    HasDerivAt (fun s => w ⬝ᵥ y s)
      (r⁻¹ * ((w ᵥ* coulombMatrix κ z) ⬝ᵥ y r) + (w ᵥ* energyMatrix E c) ⬝ᵥ y r) r := by
  have h := hasDerivAt_pi.1 (dirac_matrix_form hc hy r hr)
  have h2 := ((h 0).const_mul (w 0)).fun_add ((h 1).const_mul (w 1))
  simp only [Matrix.mulVec, Matrix.vecMul, dotProduct, Fin.sum_univ_two, Matrix.add_apply,
    Matrix.smul_apply, smul_eq_mul] at h2 ⊢
  exact h2.congr_deriv (by ring)
```

In the main theorem, `h1` is the formula for $f'$. It holds throughout a neighbourhood of $r$, which is what `heq` records, so it may be differentiated again. `hNG` and `hNN` are the two row identities, and the closing `ring` performs the cancellation.

```lean
/-- For `c ≠ 0` and any row `w` with `wG = g w`, the combination `w·y` of the components of a
Dirac-Coulomb solution solves the hydrogenic equation with parameter `g`. -/
theorem dirac_to_hydrogenic {κ z E c g : ℝ} {y : ℝ → Fin 2 → ℝ} {w : Fin 2 → ℝ}
    (hc : c ≠ 0) (hy : IsDiracRadial κ z E c y) (hw : w ᵥ* coulombMatrix κ z = g • w) :
    IsHydrogenic g z E c (fun r => w ⬝ᵥ y r) := by
  intro r hr
  have h1 : ∀ s > 0, HasDerivAt (fun s => w ⬝ᵥ y s)
      (g * s⁻¹ * (w ⬝ᵥ y s) + (w ᵥ* energyMatrix E c) ⬝ᵥ y s) s := fun s hs =>
    (row_derivative hc hy w s hs).congr_deriv (by
      rw [hw, smul_dotProduct, smul_eq_mul]; ring)
  refine ⟨(h1 r hr).differentiableAt, ?_⟩
  have heq : deriv (fun s => w ⬝ᵥ y s) =ᶠ[𝓝 r]
      fun s => g * s⁻¹ * (w ⬝ᵥ y s) + (w ᵥ* energyMatrix E c) ⬝ᵥ y s := by
    filter_upwards [Ioi_mem_nhds hr] with s hs using (h1 s hs).deriv
  -- the anticommutator moves `G` past `N`, and `N²` is a number
  have hNG : (w ᵥ* energyMatrix E c) ᵥ* coulombMatrix κ z
      = (-(2 * z * E / c)) • w - g • (w ᵥ* energyMatrix E c) := by
    have h := congrArg (fun M => w ᵥ* M) (coulomb_energy_algebra κ z E c).1
    simp only [Matrix.vecMul_add, ← Matrix.vecMul_vecMul, hw, Matrix.vecMul_smul,
      Matrix.vecMul_one, Matrix.smul_vecMul] at h
    exact eq_sub_of_add_eq' h
  have hNN : (w ᵥ* energyMatrix E c) ᵥ* energyMatrix E c
      = ((c ^ 4 - E ^ 2) / c ^ 2) • w := by
    rw [Matrix.vecMul_vecMul, (coulomb_energy_algebra κ z E c).2, Matrix.vecMul_smul,
      Matrix.vecMul_one]
  have h3 := (((hasDerivAt_inv hr.ne').const_mul g).fun_mul (h1 r hr)).fun_add
    (row_derivative hc hy (w ᵥ* energyMatrix E c) r hr)
  refine (h3.congr_of_eventuallyEq heq).congr_deriv ?_
  rw [hNG, hNN]
  simp only [sub_dotProduct, smul_dotProduct, smul_eq_mul, hydrogenicCoeff]
  ring
```

**Q:** That theorem never mentions $g^2=\kappa^2-z^2$.

**A:** It only needs $wG=gw$. The relation enters when we exhibit rows. The first entry of $(z,-(\kappa+g))G$ is $-\kappa z+z(\kappa+g)=gz$. The second is $z^2-\kappa(\kappa+g)$, which equals $-g(\kappa+g)$ exactly when $g^2=\kappa^2-z^2$. The condition $z\neq0$ makes the row nonzero. As $-g$ has the same square, it supplies a second row.

```lean
/-- If `g² = κ² - z²` and `z ≠ 0`, the row `(z, -(κ + g))` is a nonzero left eigenvector of `G`
with eigenvalue `g`. -/
theorem eigenrow_witness {κ z g : ℝ} (hg : g ^ 2 = κ ^ 2 - z ^ 2) (hz : z ≠ 0) :
    eigenrow κ z g ᵥ* coulombMatrix κ z = g • eigenrow κ z g ∧ eigenrow κ z g ≠ 0 := by
  constructor
  · ext i
    fin_cases i
    · simp [eigenrow, coulombMatrix, Matrix.vecMul, dotProduct, Fin.sum_univ_two]
      ring
    · simp [eigenrow, coulombMatrix, Matrix.vecMul, dotProduct, Fin.sum_univ_two]
      linear_combination hg
  · intro h
    exact hz (by simpa [eigenrow] using congrFun h 0)

/-- For `c ≠ 0`, `z ≠ 0` and `g² = κ² - z²`, the combinations of a Dirac-Coulomb solution with the
rows for `g` and `-g` solve the hydrogenic equations with parameters `g` and `-g` respectively. -/
theorem both_signs {κ z E c g : ℝ} {y : ℝ → Fin 2 → ℝ} (hc : c ≠ 0) (hz : z ≠ 0)
    (hg : g ^ 2 = κ ^ 2 - z ^ 2) (hy : IsDiracRadial κ z E c y) :
    IsHydrogenic g z E c (fun r => eigenrow κ z g ⬝ᵥ y r) ∧
    IsHydrogenic (-g) z E c (fun r => eigenrow κ z (-g) ⬝ᵥ y r) :=
  ⟨dirac_to_hydrogenic hc hy (eigenrow_witness hg hz).1,
    dirac_to_hydrogenic hc hy (eigenrow_witness (by rw [neg_sq, hg]) hz).1⟩
```

**Q:** Everything is real here. What about very strong fields?

**A:** A real $g$ with this square requires $|z|\le|\kappa|$, so `both_signs` says nothing about $|z|>|\kappa|$. At $|z|=|\kappa|$ we have $g=0$ and the two rows coincide.

**Q:** For $g\neq0$, can I recover the original components?

**A:** Yes, by linear algebra. With $f_\pm=zy_0-(\kappa\pm g)y_1$,

$$y_1=\frac{f_--f_+}{2g},\qquad y_0=\frac{(\kappa+g)f_--(\kappa-g)f_+}{2gz}.$$

The theorem states this for any two-component vector `x`; the proof clears the denominators and expands.

```lean
/-- For `g ≠ 0` and `z ≠ 0`, the combinations of a two-component vector `x` with the rows
for `g` and `-g` determine both components of `x`. -/
theorem components_from_pair {κ z g : ℝ} (hg : g ≠ 0) (hz : z ≠ 0) (x : Fin 2 → ℝ) :
    x 0 = ((κ + g) * (eigenrow κ z (-g) ⬝ᵥ x) - (κ - g) * (eigenrow κ z g ⬝ᵥ x))
      / (2 * g * z) ∧
    x 1 = (eigenrow κ z (-g) ⬝ᵥ x - eigenrow κ z g ⬝ᵥ x) / (2 * g) := by
  constructor
  · rw [eq_div_iff (by positivity)]
    simp [eigenrow, dotProduct, Fin.sum_univ_two]
    ring
  · rw [eq_div_iff (by positivity)]
    simp [eigenrow, dotProduct, Fin.sum_univ_two]
    ring
```

**Q:** So I may pick any two hydrogenic functions and reconstruct a Dirac solution?

**A:** No, the two functions from one Dirac solution are linked. The converse starts from a single $f$ and computes from it the function $h=f'-gf/r$ of the derivation above. Solving $f=w\cdot y$ and $h=(wN)\cdot y$ gives

$$y_0=\frac{w_0(E+c^2)f-cw_1h}{D},\qquad y_1=\frac{w_1(E-c^2)f+cw_0h}{D},$$

with $D=w_0^2(E+c^2)+w_1^2(E-c^2)$, assumed nonzero.

To check the first Dirac equation, note that the hydrogenic equation gives $h'=(a/r+b)f-gh/r$. Hence

$$Dy_0'=w_0(E+c^2)\left(h+\frac gr f\right)-cw_1\left(\frac ar f+bf-\frac gr h\right).$$

The terms without $1/r$ add up to $D\,(E+c^2)y_1/c$. In the $1/r$ terms, substitute $gw_0=-\kappa w_0-zw_1$ in the coefficient of $f$ and $gw_1=zw_0+\kappa w_1$ in that of $h$. They become $D(-\kappa y_0+zy_1)/r$, as required. For the second equation,

$$Dy_1'=w_1(E-c^2)\left(h+\frac gr f\right)+cw_0\left(\frac ar f+bf-\frac gr h\right),$$

and the same two relations, with their roles exchanged, turn this into $D\left[(\kappa y_1-zy_0)/r-(E-c^2)y_0/c\right]$.

In Lean, `e1` and `e2` are those eigenrow relations, `hU` is the hydrogenic coefficient multiplied by $c^2$, and each `linear_combination` combines them into one Dirac equation.

```lean
/-- Let `c ≠ 0`, `wG = g w` and `w₀²(E + c²) + w₁²(E - c²) ≠ 0`. Then every solution `f` of the
hydrogenic equation with parameter `g` equals `w·y` on `r > 0` for some Dirac-Coulomb solution `y`.
-/
theorem hydrogenic_to_dirac {κ z E c g : ℝ} {f : ℝ → ℝ} {w : Fin 2 → ℝ} (hc : c ≠ 0)
    (hw : w ᵥ* coulombMatrix κ z = g • w)
    (hD : w 0 ^ 2 * (E + c ^ 2) + w 1 ^ 2 * (E - c ^ 2) ≠ 0)
    (hf : IsHydrogenic g z E c f) :
    ∃ y, IsDiracRadial κ z E c y ∧ ∀ r > 0, w ⬝ᵥ y r = f r := by
  have e1 : -κ * w 0 - z * w 1 = g * w 0 := by
    have h := congrFun hw 0
    simp [coulombMatrix, Matrix.vecMul, dotProduct, Fin.sum_univ_two] at h
    linarith
  have e2 : z * w 0 + κ * w 1 = g * w 1 := by
    have h := congrFun hw 1
    simp [coulombMatrix, Matrix.vecMul, dotProduct, Fin.sum_univ_two] at h
    linarith
  obtain ⟨D, hDe⟩ : ∃ D, D = w 0 ^ 2 * (E + c ^ 2) + w 1 ^ 2 * (E - c ^ 2) := ⟨_, rfl⟩
  rw [← hDe] at hD
  -- solve `f = w·y` and `f' - g f / r = (wN)·y` for the two components
  refine ⟨fun s => ![
    (w 0 * (E + c ^ 2) * f s - c * w 1 * (deriv f s - g * s⁻¹ * f s)) / D,
    (w 1 * (E - c ^ 2) * f s + c * w 0 * (deriv f s - g * s⁻¹ * f s)) / D], ?_, ?_⟩
  · intro r hr
    obtain ⟨hd, h2⟩ := hf r hr
    have h1 := hd.hasDerivAt
    have hh := h2.fun_sub (((hasDerivAt_inv hr.ne').const_mul g).fun_mul h1)
    have hP := ((h1.const_mul (w 0 * (E + c ^ 2))).fun_sub
      (hh.const_mul (c * w 1))).div_const D
    have hQ := ((h1.const_mul (w 1 * (E - c ^ 2))).fun_add
      (hh.const_mul (c * w 0))).div_const D
    have hU : c ^ 2 * hydrogenicCoeff g z E c r
        = c ^ 2 * (g * (g - 1)) * r⁻¹ ^ 2 - 2 * c * z * E * r⁻¹ + (c ^ 4 - E ^ 2) := by
      have hr' := hr.ne'
      unfold hydrogenicCoeff
      field_simp
    refine ⟨![_, _], hasDerivAt_pi.2 (Fin.forall_fin_two.2 ⟨hP, hQ⟩), ?_, ?_⟩
    · simp only [Matrix.cons_val_zero, Matrix.cons_val_one]
      linear_combination D⁻¹ * (-(w 1 * f r) * hU
        - c ^ 2 * r⁻¹ * (deriv f r - g * r⁻¹ * f r) * e2 - c * r⁻¹ * (E + c ^ 2) * f r * e1)
    · simp only [Matrix.cons_val_zero, Matrix.cons_val_one]
      linear_combination D⁻¹ * (w 0 * f r * hU
        + c ^ 2 * r⁻¹ * (deriv f r - g * r⁻¹ * f r) * e1 - c * r⁻¹ * (E - c ^ 2) * f r * e2)
  · intro r _
    simp only [dotProduct, Fin.sum_univ_two, Matrix.cons_val_zero, Matrix.cons_val_one]
    apply mul_right_cancel₀ hD
    field_simp
    rw [hDe]
    ring

end

end DiracCoulombHydrogenic
```

```lean
#print axioms DiracCoulombHydrogenic.dirac_to_hydrogenic
#print axioms DiracCoulombHydrogenic.both_signs
#print axioms DiracCoulombHydrogenic.components_from_pair
#print axioms DiracCoulombHydrogenic.hydrogenic_to_dirac
```

```
'DiracCoulombHydrogenic.dirac_to_hydrogenic' depends on axioms: [propext, Classical.choice, Quot.sound]
'DiracCoulombHydrogenic.both_signs' depends on axioms: [propext, Classical.choice, Quot.sound]
'DiracCoulombHydrogenic.components_from_pair' depends on axioms: [propext, Classical.choice, Quot.sound]
'DiracCoulombHydrogenic.hydrogenic_to_dirac' depends on axioms: [propext, Classical.choice, Quot.sound]
```

**Q:** Is $D\neq0$ a real restriction, or would a nonzero row be enough?

**A:** A nonzero row is not enough. Take $c=1$, $z=0$, $\kappa=1$, $E=-1$, $w=(1,0)$ and $g=-1$. Then $wG=gw$ and $D=0$. The hydrogenic equation is $f''=2f/r^2$, solved by $f=r^2$. But $w\cdot y=y_0$, and the first Dirac equation reads $y_0'+y_0/r=0$, so $y_0$ must be a multiple of $1/r$.

**Q:** Where would I meet this in an actual calculation?

**A:** In finding the bound levels of a one-electron ion with a point nucleus. Let $0<z<|\kappa|$, $g=\gamma=\sqrt{\kappa^2-z^2}$ and $\lambda=\sqrt{c^4-E^2}/c$. For $|E|<c^2$, a nonzero hydrogenic function that is $r^\gamma$ times a power series in $r$ and decays as $e^{-\lambda r}$ times a power of $r$ requires $zE/(c\lambda)=n+\gamma$ with $n=0,1,2,\dots$, so

$$E=\frac{c^2}{\sqrt{1+z^2/(n+\gamma)^2}} .$$

For the explicit row, $D=2(\kappa+\gamma)(\kappa E-\gamma c^2)$. At $n=0$ the energy is $\gamma c^2/|\kappa|$, so $D$ vanishes when $\kappa>0$. This is the case in which the hydrogenic function has no bound Dirac state behind it, and that level is struck from the list for that $\kappa$.

**Q:** Then the theorems themselves contain no spectrum?

**A:** They don't: the boundary conditions and the quantisation of $E$ in my previous answer are standard analysis, not proved in Lean. The file treats real solutions on $r>0$ at any fixed real $E$, and $\kappa$ may be any real number. A finite nucleus or the mean field of other electrons would change the potential, and with it the $G/r+N$ form on which the algebra rests.
